# Dropping one of two equal charge paths halves the leading-order exchange in the two-site Anderson model

## A missing factor of two

An impurity solver that discards double occupancy loses one of the two virtual processes that produce antiferromagnetic exchange. In the particle-hole symmetric model with a repulsive impurity and a single bath orbital, the singlet–triplet splitting then comes out at half its correct value, to leading order in the hybridization.

## The singlet and its two charge states

Take an impurity level at energy $-U/2$ with repulsion $U>0$, and a bath orbital at energy zero, coupled to it by the hybridization $V$. Two electrons share the two orbitals. With one electron on each, the energy is $-U/2$, which we take as the new zero.

The triplet stays there, because the Pauli principle forbids the hop. The normalised singlet couples with amplitude $s=\sqrt2\,V$, after a choice of phases, to two charge states: impurity empty and impurity doubly occupied. Both lie at $U/2$. The singlet-sector matrix and its truncation to one charge state are

$$
H_2=\begin{pmatrix}0&s&s\\ s&U/2&0\\ s&0&U/2\end{pmatrix},\qquad
H_1=\begin{pmatrix}0&s\\ s&U/2\end{pmatrix}.
$$

The exchange is minus the lowest eigenvalue. This reduction from the Anderson Hamiltonian is done here by hand; the Lean theorems start from the matrices.

## The limits in words and in Lean

Let $E_2(V)$ and $E_1(V)$ be the lowest eigenvalues of $H_2$ and $H_1$. As $V\to0^+$,

$$
\frac{E_2}{V^2}\to-\frac8U,\qquad \frac{E_1}{V^2}\to-\frac4U,\qquad \frac{E_1}{E_2}\to\frac12 .
$$

The first two limits are `symmetric_exchange`, the third is `dropping_path_halves_exchange`. The hypothesis `hU` says that charge excitations cost energy, and `𝓝[>] 0` expresses $V\to0^+$.

In Lean, `energyLevels` is the set of real eigenvalues with a nonzero eigenvector, and `lowestLevel` is its infimum, shown to be an attained minimum for the matrices used here. The general matrix `pathHamiltonian t Δ` couples a reference state at zero to $n$ charge states, with amplitudes $t_i$ and energies $\Delta_i$, and no coupling among the charge states. The limits give the leading order in $V$, without a rate of convergence.

## Eliminating the charge states

Let $i=0,\dots,n-1$ and $\Delta_i>0$. Write $v_0$ for the reference amplitude and $v_{i+1}$ for that of charge state $i$. The eigenvalue equation reads

$$
\sum_i t_i v_{i+1}=E v_0,\qquad t_i v_0+\Delta_i v_{i+1}=E v_{i+1}.
$$

For $E\le0$ we have $\Delta_i-E>0$, so $v_{i+1}=-t_i v_0/(\Delta_i-E)$. If $v_0$ vanished, the whole vector would; hence $v_0\ne0$, and the first equation gives

$$
E=-\sum_i\frac{t_i^2}{\Delta_i-E}.
$$

Conversely, a solution $E\le0$ yields an eigenvector with $v_0=1$.

Set $K=\sum_i t_i^2/\Delta_i$ and $F(E)=E+\sum_i t_i^2/(\Delta_i-E)$. Then $F(0)=K\ge0$, and $F(-K)=-K+\sum_i t_i^2/(\Delta_i+K)\le0$, so $F$ has a zero in $[-K,0]$. Since $F$ is strictly increasing for $E\le0$, no level lies below this zero.

Now put $t_i=g_iV$ with fixed $g_i$. The lowest level satisfies $-V^2\sum_i g_i^2/\Delta_i\le E(V)\le0$, so $E(V)\to0$, and

$$
\frac{E(V)}{V^2}=-\sum_i\frac{g_i^2}{\Delta_i-E(V)}\to-\sum_i\frac{g_i^2}{\Delta_i}.
$$

With $g_i=\sqrt2$ and $\Delta_i=U/2$, each path contributes $-4/U$. Two paths give $-8/U$, and the quotient of the limits is $1/2$.

## At zero repulsion the ratio changes

The condition $U>0$ can't be relaxed to $U\ge0$. At $U=0$ the lowest eigenvalues are $E_2=-2V$ and $E_1=-\sqrt2\,V$. Their ratio is $1/\sqrt2$ for every $V>0$, and both quotients by $V^2$ diverge.

## From the secular equation to the Lean proof

```lean
import Mathlib

open Matrix Filter Topology

namespace VirtualChargeExchange

noncomputable section

/-- The Hamiltonian of a reference state at energy zero, coupled by amplitudes `t i` to
`n` charge states of energies `Δ i` that are not coupled to each other. -/
def pathHamiltonian {n : ℕ} (t Δ : Fin n → ℝ) : Matrix (Fin (n + 1)) (Fin (n + 1)) ℝ :=
  Matrix.of (vecCons (vecCons 0 t)
    (fun i => vecCons (t i) (fun j => if i = j then Δ i else 0)))

/-- The energy levels of a real matrix: its real eigenvalues, each with a nonzero eigenvector. -/
def energyLevels {m : ℕ} (H : Matrix (Fin m) (Fin m) ℝ) : Set ℝ :=
  {E | ∃ v : Fin m → ℝ, v ≠ 0 ∧ H *ᵥ v = E • v}

/-- The infimum of the energy levels of a real matrix. -/
def lowestLevel {m : ℕ} (H : Matrix (Fin m) (Fin m) ℝ) : ℝ :=
  sInf (energyLevels H)

/-- The eigenvalue equation in components: one equation for the reference state and one for
each charge state. -/
theorem eigen_equation_iff {n : ℕ} (t Δ : Fin n → ℝ) (v : Fin (n + 1) → ℝ) (E : ℝ) :
    pathHamiltonian t Δ *ᵥ v = E • v ↔
      ∑ i, t i * v i.succ = E * v 0 ∧
        ∀ i, t i * v 0 + Δ i * v i.succ = E * v i.succ := by
  rw [funext_iff, Fin.forall_fin_succ]
  simp [pathHamiltonian, Matrix.mulVec, dotProduct, Fin.sum_univ_succ]

/-- For positive charge energies, a number `E ≤ 0` is an energy level exactly when it solves
the secular equation obtained by eliminating the charge states. -/
theorem secular_equation {n : ℕ} {t Δ : Fin n → ℝ} (hΔ : ∀ i, 0 < Δ i) {E : ℝ}
    (hE : E ≤ 0) :
    E ∈ energyLevels (pathHamiltonian t Δ) ↔ E = -∑ i, t i ^ 2 / (Δ i - E) := by
  have hd : ∀ i, Δ i - E ≠ 0 := fun i =>
    (show 0 < Δ i - E by linarith [hΔ i]).ne'
  have hc : ∀ i, (Δ i - E) * (t i / (Δ i - E)) = t i := by
    intro i
    have := hd i
    field_simp
  constructor
  · rintro ⟨v, hv, h⟩
    obtain ⟨h0, h1⟩ := (eigen_equation_iff t Δ v E).1 h
    -- each charge amplitude is slaved to the reference amplitude
    have hy : ∀ i, v i.succ = -(t i / (Δ i - E)) * v 0 := by
      intro i
      apply mul_left_cancel₀ (hd i)
      linear_combination h1 i + v 0 * hc i
    have hx : v 0 ≠ 0 := by
      intro hx
      apply hv
      funext j
      refine Fin.cases ?_ (fun i => ?_) j
      · exact hx
      · rw [hy i, hx, mul_zero, Pi.zero_apply]
    apply mul_right_cancel₀ hx
    rw [← h0, neg_mul, Finset.sum_mul, ← Finset.sum_neg_distrib]
    refine Finset.sum_congr rfl fun i _ => ?_
    rw [hy i]
    ring
  · intro h
    refine ⟨vecCons 1 (fun i => -(t i / (Δ i - E))), ?_, ?_⟩
    · intro h0
      have h1 := congrFun h0 0
      simp at h1
    · rw [eigen_equation_iff]
      simp only [Matrix.cons_val_zero, Matrix.cons_val_succ]
      constructor
      · have hs : ∑ i, t i * -(t i / (Δ i - E)) = -∑ i, t i ^ 2 / (Δ i - E) := by
          rw [← Finset.sum_neg_distrib]
          exact Finset.sum_congr rfl fun i _ => by ring
        linarith
      · intro i
        linear_combination -hc i

/-- For positive charge energies the lowest level is attained, and it lies between the
second-order energy `-∑ t²/Δ` and zero. -/
theorem lowestLevel_spec {n : ℕ} (t : Fin n → ℝ) {Δ : Fin n → ℝ} (hΔ : ∀ i, 0 < Δ i) :
    IsLeast (energyLevels (pathHamiltonian t Δ)) (lowestLevel (pathHamiltonian t Δ)) ∧
      -∑ i, t i ^ 2 / Δ i ≤ lowestLevel (pathHamiltonian t Δ) ∧
      lowestLevel (pathHamiltonian t Δ) ≤ 0 := by
  have hK : 0 ≤ ∑ i, t i ^ 2 / Δ i :=
    Finset.sum_nonneg fun i _ => div_nonneg (sq_nonneg _) (hΔ i).le
  have hcont : ContinuousOn (fun E : ℝ => E + ∑ i, t i ^ 2 / (Δ i - E))
      (Set.Icc (-∑ i, t i ^ 2 / Δ i) 0) := by
    refine ContinuousOn.add continuousOn_id (continuousOn_finsetSum _ fun i _ =>
      ContinuousOn.div continuousOn_const (continuousOn_const.sub continuousOn_id)
        fun x hx => ?_)
    exact (show 0 < Δ i - x by linarith [hΔ i, hx.2]).ne'
  have hlow : ∑ i, t i ^ 2 / (Δ i - -∑ j, t j ^ 2 / Δ j) ≤ ∑ i, t i ^ 2 / Δ i :=
    Finset.sum_le_sum fun i _ =>
      div_le_div_of_nonneg_left (sq_nonneg _) (hΔ i) (by linarith)
  -- the secular function is `≤ 0` at the left end and `≥ 0` at the right end
  obtain ⟨E, ⟨hE1, hE0⟩, hfE⟩ := intermediate_value_Icc (by linarith) hcont
    (show (0 : ℝ) ∈ Set.Icc _ _ from ⟨by linarith, by simpa using hK⟩)
  have hroot : E + ∑ i, t i ^ 2 / (Δ i - E) = 0 := hfE
  have hleast : IsLeast (energyLevels (pathHamiltonian t Δ)) E := by
    refine ⟨(secular_equation hΔ hE0).2 (by linarith), fun E' h' => ?_⟩
    by_contra hn
    have hlt : E' < E := not_le.1 hn
    have hs := (secular_equation hΔ (by linarith)).1 h'
    have hmono : ∑ i, t i ^ 2 / (Δ i - E') ≤ ∑ i, t i ^ 2 / (Δ i - E) :=
      Finset.sum_le_sum fun i _ => div_le_div_of_nonneg_left (sq_nonneg _)
        (by linarith [hΔ i]) (by linarith)
    linarith
  have hl : lowestLevel (pathHamiltonian t Δ) = E := hleast.csInf_eq
  rw [hl]
  exact ⟨hleast, hE1, hE0⟩

/-- With couplings `g i * V` and positive charge energies, the lowest level divided by `V²`
tends to `-∑ g²/Δ` as `V → 0+`: the virtual paths contribute additively. -/
theorem exchange_limit {n : ℕ} (g : Fin n → ℝ) {Δ : Fin n → ℝ} (hΔ : ∀ i, 0 < Δ i) :
    Tendsto (fun V : ℝ => lowestLevel (pathHamiltonian (fun i => g i * V) Δ) / V ^ 2)
      (𝓝[>] 0) (𝓝 (-∑ i, g i ^ 2 / Δ i)) := by
  obtain ⟨e, he⟩ : ∃ e : ℝ → ℝ,
      e = fun V => lowestLevel (pathHamiltonian (fun i => g i * V) Δ) := ⟨_, rfl⟩
  have hb : ∀ V, -∑ i, (g i * V) ^ 2 / Δ i ≤ e V ∧ e V ≤ 0 ∧
      e V = -∑ i, (g i * V) ^ 2 / (Δ i - e V) := by
    intro V
    obtain ⟨h1, h2, h3⟩ := lowestLevel_spec (fun i => g i * V) hΔ
    rw [he]
    exact ⟨h2, h3, (secular_equation hΔ h3).1 h1.1⟩
  -- the level itself is squeezed to zero
  have he0 : Tendsto e (𝓝[>] 0) (𝓝 0) := by
    have hc : Continuous fun V : ℝ => -∑ i, (g i * V) ^ 2 / Δ i := by fun_prop
    have hl : Tendsto (fun V : ℝ => -∑ i, (g i * V) ^ 2 / Δ i) (𝓝[>] 0) (𝓝 0) := by
      simpa using (hc.tendsto 0).mono_left nhdsWithin_le_nhds
    exact tendsto_of_tendsto_of_tendsto_of_le_of_le hl tendsto_const_nhds
      (fun V => (hb V).1) (fun V => (hb V).2.1)
  have hlim : Tendsto (fun V => -∑ i, g i ^ 2 / (Δ i - e V)) (𝓝[>] 0)
      (𝓝 (-∑ i, g i ^ 2 / Δ i)) := by
    refine (tendsto_finsetSum _ fun i _ => ?_).neg
    have h := (tendsto_const_nhds (x := Δ i)).sub he0
    rw [sub_zero] at h
    exact tendsto_const_nhds.div h (hΔ i).ne'
  -- the secular equation divided by V²
  have key : Tendsto (fun V => e V / V ^ 2) (𝓝[>] 0) (𝓝 (-∑ i, g i ^ 2 / Δ i)) := by
    refine hlim.congr' ?_
    filter_upwards [self_mem_nhdsWithin] with V hV
    rw [eq_div_iff (pow_ne_zero 2 (Set.mem_Ioi.1 hV).ne'), neg_mul, Finset.sum_mul]
    refine Eq.trans ?_ (hb V).2.2.symm
    congr 1
    exact Finset.sum_congr rfl fun i _ => by ring
  rw [he] at key
  exact key

/-- Two virtual paths with amplitude `√2 V` and positive charge energies `a` and `b` lower
the energy by `2 V² (1/a + 1/b)` to leading order as `V → 0+`. -/
theorem two_path_exchange {a b : ℝ} (ha : 0 < a) (hb : 0 < b) :
    Tendsto (fun V : ℝ => lowestLevel
      !![0, √2 * V, √2 * V; √2 * V, a, 0; √2 * V, 0, b] / V ^ 2)
      (𝓝[>] 0) (𝓝 (-2 * (1 / a + 1 / b))) := by
  have hm : ∀ s : ℝ, pathHamiltonian (fun _ => s) ![a, b] =
      !![0, s, s; s, a, 0; s, 0, b] := by
    intro s
    ext i j
    fin_cases i <;> fin_cases j <;> rfl
  have h := exchange_limit (fun _ : Fin 2 => √2) (Δ := ![a, b])
    (Fin.forall_fin_two.2 ⟨ha, hb⟩)
  simp only [hm] at h
  have hv : -∑ i : Fin 2, (√2) ^ 2 / ![a, b] i = -2 * (1 / a + 1 / b) := by
    rw [Fin.sum_univ_two, Real.sq_sqrt (show (0 : ℝ) ≤ 2 by norm_num)]
    simp only [Matrix.cons_val_zero, Matrix.cons_val_one]
    ring
  rw [← hv]
  exact h

/-- For `U > 0` and `V → 0+`, the lowest level over `V²` tends to `-8/U` with both virtual
charge paths of energy `U/2`, and to `-4/U` with only one of them. -/
theorem symmetric_exchange {U : ℝ} (hU : 0 < U) :
    Tendsto (fun V : ℝ => lowestLevel
      !![0, √2 * V, √2 * V; √2 * V, U / 2, 0; √2 * V, 0, U / 2] / V ^ 2)
      (𝓝[>] 0) (𝓝 (-8 / U)) ∧
    Tendsto (fun V : ℝ => lowestLevel !![0, √2 * V; √2 * V, U / 2] / V ^ 2)
      (𝓝[>] 0) (𝓝 (-4 / U)) := by
  have hU2 : 0 < U / 2 := by linarith
  constructor
  · have hv : -8 / U = -2 * (1 / (U / 2) + 1 / (U / 2)) := by
      field_simp
      norm_num
    rw [hv]
    exact two_path_exchange hU2 hU2
  · have hm : ∀ s : ℝ, pathHamiltonian (fun _ => s) ![U / 2] = !![0, s; s, U / 2] := by
      intro s
      ext i j
      fin_cases i <;> fin_cases j <;> rfl
    have h := exchange_limit (fun _ : Fin 1 => √2) (Δ := ![U / 2])
      (fun i => by fin_cases i; exact hU2)
    simp only [hm] at h
    have hv : -∑ i : Fin 1, (√2) ^ 2 / ![U / 2] i = -4 / U := by
      rw [Fin.sum_univ_one, Real.sq_sqrt (show (0 : ℝ) ≤ 2 by norm_num)]
      simp only [Matrix.cons_val_zero]
      ring
    rw [← hv]
    exact h

/-- For `U > 0`, the ratio of the lowest level with one charge path to that with both
tends to one half as `V → 0+`. -/
theorem dropping_path_halves_exchange {U : ℝ} (hU : 0 < U) :
    Tendsto (fun V : ℝ => lowestLevel !![0, √2 * V; √2 * V, U / 2] /
      lowestLevel !![0, √2 * V, √2 * V; √2 * V, U / 2, 0; √2 * V, 0, U / 2])
      (𝓝[>] 0) (𝓝 (1 / 2)) := by
  obtain ⟨h3, h2⟩ := symmetric_exchange hU
  have hc : ∀ a b c : ℝ, c ≠ 0 → a / c / (b / c) = a / b := by
    intro a b c h
    rw [div_div_div_eq, mul_comm a c, mul_div_mul_left a b h]
  have hv : -4 / U / (-8 / U) = 1 / 2 := by
    rw [hc _ _ _ hU.ne']
    norm_num
  have h := h2.div h3 (div_ne_zero (by norm_num) hU.ne')
  rw [hv] at h
  -- the common factor V² cancels for V > 0
  refine h.congr' ?_
  filter_upwards [self_mem_nhdsWithin] with V hV
  exact hc _ _ _ (pow_ne_zero 2 (Set.mem_Ioi.1 hV).ne')

end

end VirtualChargeExchange
```

```lean
#print axioms VirtualChargeExchange.two_path_exchange
-- 'VirtualChargeExchange.two_path_exchange' depends on axioms: [propext, Classical.choice, Quot.sound]
#print axioms VirtualChargeExchange.dropping_path_halves_exchange
-- 'VirtualChargeExchange.dropping_path_halves_exchange' depends on axioms: [propext, Classical.choice, Quot.sound]
```

`eigen_equation_iff` splits the matrix equation into components. `secular_equation` carries out the elimination: `hy` expresses the charge amplitudes through $v_0$, `hx` shows $v_0\ne0$, and the converse supplies the explicit eigenvector.

In `lowestLevel_spec`, `intermediate_value_Icc` finds the zero of $F$, and `hmono` rules out a lower level. `exchange_limit` squeezes the level to zero in `he0`, takes the limit of the sum in `hlim`, and identifies that sum with $E(V)/V^2$ in `key`, where $V>0$ permits the division.

`two_path_exchange` allows unequal charge energies $a,b>0$ and obtains $-2(1/a+1/b)$. `symmetric_exchange` sets both to $U/2$ and treats the single path as the case $n=1$. The last theorem divides the two limits, the denominator's being nonzero, and cancels $V^2$.
